# Iterated McWeeny purification drives any occupation number of absolute value at most 1/4 to zero

McWeeny purification replaces an occupation number x by 3x² − 2x³, and the theorem says that repeating this step from any real x with |x| ≤ 1/4 gives a sequence converging to 0. The statement concerns a single real number under exact iteration, not a density matrix, and it allows slightly negative starting values as well as positive ones. The proof first shows that on this interval one step shrinks the absolute value by a factor of at most 7/8. Induction then bounds the n-th iterate by (7/8)ⁿ · 1/4, and since that bound tends to 0, a squeeze argument gives the result.

An attempt in Lean 4 with a fault in it:

```lean
import Mathlib

open Filter Topology Set

namespace MemBasinZero

noncomputable section

/-- One McWeeny purification step for a single occupation number. -/
def mcWeeny (x : ℝ) : ℝ := 3 * x ^ 2 - 2 * x ^ 3

/-- The starting occupations whose purification iterates converge to `v`. -/
def basin (v : ℝ) : Set ℝ := {x | Tendsto (fun n : ℕ => mcWeeny^[n] x) atTop (𝓝 v)}

/-- An occupation of absolute value at most `1/4` is purified to 0. -/
theorem mem_basin_zero {x : ℝ} (hx : |x| ≤ 1 / 4) : x ∈ basin 0 := by
  have step : ∀ z : ℝ, |z| ≤ 1 / 4 → |mcWeeny z| ≤ 7 / 8 * |z| := by
    intro z hz
    obtain ⟨h1, h2⟩ := abs_le.1 hz
    have h3 : |z * (3 - 2 * z)| ≤ 7 / 8 := by
      rw [abs_le]
      constructor <;> nlinarith [mul_nonneg (sub_nonneg.2 h1) (sub_nonneg.2 h2)]
    have h4 : mcWeeny z = z * (3 - 2 * z) * z := by
      unfold mcWeeny
      ring
    rw [h4, abs_mul]
    exact mul_le_mul_of_nonneg_right h3 (abs_nonneg z)
  -- geometric decay of the iterates
  have bound : ∀ n : ℕ, |mcWeeny^[n] x| ≤ (7 / 8) ^ n * (1 / 4) := by
    intro n
    induction n with
    | zero => simpa using hx
    | succ n ih =>
      have hp : ((7 : ℝ) / 8) ^ n ≤ 1 := pow_le_one₀ (by norm_num) (by norm_num)
      have hs := step (mcWeeny^[n] x) (by linarith)
      rw [Function.iterate_succ_apply', pow_succ]
      linarith
  have hlim : Tendsto (fun n : ℕ => ((7 : ℝ) / 8) ^ n * (1 / 4)) atTop (𝓝 0) := by
    simpa using (tendsto_pow_atTop_nhds_zero_of_lt_one
      (by norm_num : (0 : ℝ) ≤ 7 / 8) (by norm_num)).mul_const (1 / 4)
  exact squeeze_zero_norm bound hlim

end

end MemBasinZero
```

The error:

```
Main.lean:39:4: error: Type mismatch: After simplification, term
  Tendsto.mul_const (1 / 4)
    (tendsto_pow_atTop_nhds_zero_of_lt_one
      (Mathlib.Meta.NormNum.isRat_le_true
        (Mathlib.Meta.NormNum.IsNNRat.to_isRat
          (Mathlib.Meta.NormNum.IsNat.to_isNNRat (Mathlib.Meta.NormNum.isNat_ofNat ℝ Nat.cast_zero)))
        (Mathlib.Meta.NormNum.IsNNRat.to_isRat
          (Mathlib.Meta.NormNum.isNNRat_div
            (Mathlib.Meta.NormNum.isNNRat_mul (Eq.refl HMul.hMul)
              (Mathlib.Meta.NormNum.IsNat.to_isNNRat (Mathlib.Meta.NormNum.isNat_ofNat ℝ (Eq.refl 7)))
              (Mathlib.Meta.NormNum.isNNRat_inv_pos
                (Mathlib.Meta.NormNum.IsNat.to_isNNRat (Mathlib.Meta.NormNum.isNat_ofNat ℝ (Eq.refl 8))))
              (Eq.refl (Nat.mul 7 1)) (Eq.refl 8))))
        (Eq.refl true))
      (Mathlib.Meta.NormNum.isNNRat_lt_true
        (Mathlib.Meta.NormNum.isNNRat_div
          (Mathlib.Meta.NormNum.isNNRat_mul (Eq.refl HMul.hMul)
            (Mathlib.Meta.NormNum.IsNat.to_isNNRat (Mathlib.Meta.NormNum.isNat_ofNat ℝ (Eq.refl 7)))
            (Mathlib.Meta.NormNum.isNNRat_inv_pos
              (Mathlib.Meta.NormNum.IsNat.to_isNNRat (Mathlib.Meta.NormNum.isNat_ofNat ℝ (Eq.refl 8))))
            (Eq.refl (Nat.mul 7 1)) (Eq.refl 8)))
        (Mathlib.Meta.NormNum.IsNat.to_isNNRat (Mathlib.Meta.NormNum.isNat_ofNat ℝ Nat.cast_one)) (Eq.refl true)))
 has type
  Tendsto (fun x => (7 / 8) ^ x * (1 / 4)) atTop (𝓝 0)
but is expected to have type
  Tendsto (fun n => (7 / 8) ^ n * 4⁻¹) atTop (𝓝 0)
```

Cause. The mathematics was sound. The only error is in `hlim`, the claim that the bound (7/8)ⁿ · 1/4 tends to 0, and it comes from how the constant `1 / 4` passed to `mul_const` was elaborated. `Tendsto.mul_const` takes that constant before the convergence proof, so Lean read `1 / 4` before it knew that the numbers were real. Lean's `/` allows the numerator, denominator and result to have different types. The convergence proof later fixed the result as real, but the types of `1` and `4` were still open, because `simpa using` lets such choices be postponed.

`simpa` then simplified both sides. In the goal, an ordinary real division, `1 / 4` became `4⁻¹`. In the supplied term the same rule could not apply to a division whose operand types were undecided, so `1 / 4` stayed and the two statements did not match.

The repair writes `(1 / 4 : ℝ)`, which settles the types at once, and stores the limit fact as `h`. Its limit is `0 * (1 / 4)`, which `rw [zero_mul] at h` turns into `0`. The goal is no longer simplified, so both sides contain the same real `1 / 4` and `exact h` closes it.

Fix (accepted with no message):

```diff
@@ -37,6 +37,8 @@
       linarith
   have hlim : Tendsto (fun n : ℕ => ((7 : ℝ) / 8) ^ n * (1 / 4)) atTop (𝓝 0) := by
-    simpa using (tendsto_pow_atTop_nhds_zero_of_lt_one
-      (by norm_num : (0 : ℝ) ≤ 7 / 8) (by norm_num)).mul_const (1 / 4)
+    have h := (tendsto_pow_atTop_nhds_zero_of_lt_one
+      (by norm_num : (0 : ℝ) ≤ 7 / 8) (by norm_num)).mul_const (1 / 4 : ℝ)
+    rw [zero_mul] at h
+    exact h
   exact squeeze_zero_norm bound hlim
 
```
